# The energy of finitely many periodic one-dimensional field modes is a sum of oscillator energies

## Mode fields in a periodic box

Take a box of length $L>0$ with periodic boundary conditions and unit cross-section, in units with $\hbar=c=1$, and let $\varepsilon_0>0$ be the vacuum permittivity. For each integer $n$ in a finite set $S$, define

$$k_n=\frac{2\pi n}{L},\qquad \omega_n=|k_n|,\qquad c_n=\sqrt{\frac{\omega_n}{2\varepsilon_0L}} .$$

Let $a_n$ be square complex matrices of one common size, with adjoints $a_n^\dagger$. The field of one mode is

$$F_n(x)=i c_n\left(a_ne^{ik_nx}-a_n^\dagger e^{-ik_nx}\right),$$

and the transverse electric and magnetic fields are

$$E(x)=\sum_{n\in S}F_n(x),\qquad B(x)=\sum_{n\in S}\operatorname{sign}(n)\,F_n(x).$$

The sign records that reversing the direction of propagation reverses $B$ relative to $E$. The amplitude $c_n$ sets the field strength per photon. The zero mode may belong to $S$, but it contributes nothing because $\omega_0=c_0=0$.

The identity is

$$\frac{\varepsilon_0}{2}\int_0^L(E^2+B^2)\,dx=\sum_{n\in S}\frac{\omega_n}{2}\left(a_na_n^\dagger+a_n^\dagger a_n\right).$$

It needs no commutation relations.

## Field values and photon energies in one code

A code that evaluates $E(x)$ from photon matrices, but takes the photon energy from an oscillator sum, relies on this identity for the two to agree; here it is established for finitely many free modes in one dimension. An error in $c_n$ would leave the oscillator energies unchanged while giving the field, and any coupling built from it, the wrong strength.

## Pair terms cancel between $E^2$ and $B^2$

A plane wave $e^{2\pi i p x/L}$ with integer $p$ integrates over the box to $L$ if $p=0$. Otherwise the integral is zero, because the antiderivative takes the same value at both ends. Multiplying two mode fields gives

$$\begin{aligned}F_nF_m=c_nc_m\big(&a_na_m^\dagger e^{i(k_n-k_m)x}+a_n^\dagger a_me^{-i(k_n-k_m)x}\\&-a_na_me^{i(k_n+k_m)x}-a_n^\dagger a_m^\dagger e^{-i(k_n+k_m)x}\big).\end{aligned}$$

After integration, the first two terms survive only for $m=n$ and the last two only for $m=-n$. Write $D_n=a_na_n^\dagger+a_n^\dagger a_n$. Let $P_n=a_na_{-n}+a_n^\dagger a_{-n}^\dagger$ if $-n\in S$, and $P_n=0$ otherwise. Since $c_{-n}=c_n$, any mode weights $s_n$ give

$$\int_0^L\Big(\sum_{n\in S}s_nF_n\Big)^2dx=\sum_{n\in S}c_n^2L\left(s_n^2D_n-s_ns_{-n}P_n\right).$$

The definition of $c_n$ gives $(\varepsilon_0/2)c_n^2L=\omega_n/4$. For the electric field $s_n=1$. For the magnetic field $s_n=\operatorname{sign}(n)$, so $s_n^2=1$ and $s_ns_{-n}=-1$ when $n\ne0$. The two energies are therefore

$$\sum_{n\in S}\frac{\omega_n}{4}(D_n-P_n)\quad\text{and}\quad\sum_{n\in S}\frac{\omega_n}{4}(D_n+P_n),$$

and their sum is $\sum_{n\in S}(\omega_n/2)D_n$.

Now suppose that a vector $v$ satisfies $[a_n,a_n^\dagger]v=v$ and $a_n^\dagger a_nv=N_nv$ for every $n\in S$. Then $a_na_n^\dagger v=(N_n+1)v$, and the field energy acts on $v$ as $\sum_{n\in S}\omega_n(N_n+\tfrac12)$.

## The calculation in Lean

`integral_phase` evaluates the plane-wave integral, and `integral_modeField_mul` multiplies out the four terms and selects $m=n$ and $m=-n$. `integral_weighted_sq` expands the weighted square; continuity of the mode fields lets it exchange the finite sums with the integral. `amplitude_normalisation` supplies the factor $\omega_n/4$.

`electric_energy` and `magnetic_energy` insert the two choices of weights, the latter treating $n=0$ separately. In `field_energy_eq_sum_oscillators` the integral is split into these two energies, and `module` carries out the cancellation mode by mode. `field_energy_on_number_state` then applies the resulting sum to $v$.

```lean
import Mathlib

open Matrix

namespace FieldModeEnergy

noncomputable section

variable {d : Type*} [Fintype d]

/-- Wave number `2πn/L` of mode `n` in a periodic box of length `L`. -/
def waveNumber (L : ℝ) (n : ℤ) : ℝ := 2 * Real.pi * n / L

/-- Mode frequency `|k_n|`, in units where the speed of light is one. -/
def frequency (L : ℝ) (n : ℤ) : ℝ := |waveNumber L n|

/-- Field amplitude `√(ω_n / (2 ε₀ L))` of mode `n`. -/
def amplitude (ε L : ℝ) (n : ℤ) : ℝ := Real.sqrt (frequency L n / (2 * ε * L))

/-- The plane wave `exp(i k_n x)`. -/
def phase (L : ℝ) (n : ℤ) (x : ℝ) : ℂ := Complex.exp (Complex.I * waveNumber L n * x)

/-- The field of one mode: `i c_n (a_n exp(i k_n x) - adjoint)`. -/
def modeField (ε L : ℝ) (a : ℤ → Matrix d d ℂ) (n : ℤ) (x : ℝ) : Matrix d d ℂ :=
  (Complex.I * amplitude ε L n) • (phase L n x • a n - (phase L n x • a n)ᴴ)

/-- The electric field: the sum of the mode fields. -/
def electricField (ε L : ℝ) (S : Finset ℤ) (a : ℤ → Matrix d d ℂ) (x : ℝ) : Matrix d d ℂ :=
  ∑ n ∈ S, modeField ε L a n x

/-- The magnetic field: each mode field carries the sign of its propagation direction. -/
def magneticField (ε L : ℝ) (S : Finset ℤ) (a : ℤ → Matrix d d ℂ) (x : ℝ) : Matrix d d ℂ :=
  ∑ n ∈ S, ((Int.sign n : ℤ) : ℂ) • modeField ε L a n x

/-- Integral over the box of a matrix-valued function, entry by entry. -/
def boxIntegral (L : ℝ) (F : ℝ → Matrix d d ℂ) : Matrix d d ℂ :=
  Matrix.of fun i j => ∫ x in (0 : ℝ)..L, F x i j

/-- A plane wave integrates over the box to `L` if `n = 0` and to zero otherwise. -/
theorem integral_phase {L : ℝ} (hL : L ≠ 0) (n : ℤ) :
    ∫ x in (0 : ℝ)..L, phase L n x = if n = 0 then (L : ℂ) else 0 := by
  split_ifs with h
  · subst h
    simp [phase, waveNumber]
  · have hn : (n : ℝ) ≠ 0 := by exact_mod_cast h
    have hk0 : waveNumber L n ≠ 0 :=
      div_ne_zero (mul_ne_zero (mul_ne_zero two_ne_zero Real.pi_ne_zero) hn) hL
    have hk : Complex.I * (waveNumber L n : ℂ) ≠ 0 :=
      mul_ne_zero Complex.I_ne_zero (by exact_mod_cast hk0)
    -- the wave returns to its initial value after one box length
    have he : Complex.exp (Complex.I * waveNumber L n * L) = 1 := by
      rw [Complex.exp_eq_one_iff]
      refine ⟨n, ?_⟩
      have h1 : waveNumber L n * L = 2 * Real.pi * n := div_mul_cancel₀ _ hL
      have h2 : (waveNumber L n : ℂ) * L = 2 * Real.pi * n := by exact_mod_cast h1
      linear_combination Complex.I * h2
    simp only [phase]
    rw [integral_exp_mul_complex hk, he]
    simp

omit [Fintype d] in
/-- The field of each mode is continuous in space. -/
theorem continuous_modeField (ε L : ℝ) (a : ℤ → Matrix d d ℂ) (n : ℤ) :
    Continuous fun x => modeField ε L a n x := by
  have hp : Continuous fun x => phase L n x := by unfold phase; fun_prop
  have h : Continuous fun x => phase L n x • a n := hp.smul continuous_const
  have h2 : Continuous fun x => phase L n x • a n - (phase L n x • a n)ᴴ :=
    h.sub h.matrix_conjTranspose
  unfold modeField
  exact h2.const_smul (Complex.I * (amplitude ε L n : ℂ))

/-- The integrated product of two mode fields vanishes unless the modes are equal or
opposite; the formula gives the surviving terms. -/
theorem integral_modeField_mul (ε : ℝ) {L : ℝ} (hL : L ≠ 0) (a : ℤ → Matrix d d ℂ) (n m : ℤ) :
    boxIntegral L (fun x => modeField ε L a n x * modeField ε L a m x) =
      ((amplitude ε L n : ℂ) * amplitude ε L m * L) •
        ((if n = m then a n * (a m)ᴴ + (a n)ᴴ * a m else 0) -
          (if m = -n then a n * a m + (a n)ᴴ * (a m)ᴴ else 0)) := by
  have pm : ∀ (p q : ℤ) (x : ℝ), phase L (p + q) x = phase L p x * phase L q x := by
    intro p q x
    unfold phase waveNumber
    rw [← Complex.exp_add]
    congr 1
    push_cast
    ring
  have ps : ∀ (p : ℤ) (x : ℝ), star (phase L p x) = phase L (-p) x := by
    intro p x
    unfold phase waveNumber
    change (starRingEnd ℂ) _ = _
    rw [← Complex.exp_conj]
    congr 1
    simp only [map_mul, Complex.conj_I, Complex.conj_ofReal]
    push_cast
    ring
  -- multiply out the four plane-wave terms
  have hmul : ∀ x, modeField ε L a n x * modeField ε L a m x =
      ((amplitude ε L n : ℂ) * amplitude ε L m) •
        (phase L (n + -m) x • (a n * (a m)ᴴ) + phase L (-n + m) x • ((a n)ᴴ * a m)
          - phase L (n + m) x • (a n * a m) - phase L (-n + -m) x • ((a n)ᴴ * (a m)ᴴ)) := by
    intro x
    have hI : (Complex.I * (amplitude ε L n : ℂ)) * (Complex.I * amplitude ε L m) =
        -((amplitude ε L n : ℂ) * amplitude ε L m) := by
      linear_combination (amplitude ε L n : ℂ) * amplitude ε L m * Complex.I_sq
    unfold modeField
    rw [Matrix.smul_mul, Matrix.mul_smul, smul_smul, hI]
    simp only [Matrix.conjTranspose_smul, ps, pm, Matrix.sub_mul, Matrix.mul_sub,
      Matrix.smul_mul, Matrix.mul_smul]
    module
  ext i j
  simp only [boxIntegral, Matrix.of_apply, hmul, Matrix.smul_apply, Matrix.add_apply,
    Matrix.sub_apply, smul_eq_mul]
  rw [intervalIntegral.integral_const_mul, intervalIntegral.integral_sub,
    intervalIntegral.integral_sub, intervalIntegral.integral_add]
  · simp only [intervalIntegral.integral_mul_const, integral_phase hL]
    have e1 : n + -m = 0 ↔ n = m := by omega
    have e2 : -n + m = 0 ↔ n = m := by omega
    have e3 : n + m = 0 ↔ m = -n := by omega
    have e4 : -n + -m = 0 ↔ m = -n := by omega
    simp only [e1, e2, e3, e4]
    split_ifs <;> simp only [Matrix.add_apply, Matrix.zero_apply] <;> ring
  all_goals
    apply Continuous.intervalIntegrable
    unfold phase
    fun_prop

/-- Box integral of the square of a field whose modes carry arbitrary weights `s n`. -/
theorem integral_weighted_sq (ε : ℝ) {L : ℝ} (hL : L ≠ 0) (S : Finset ℤ)
    (a : ℤ → Matrix d d ℂ) (s : ℤ → ℂ) :
    boxIntegral L (fun x => (∑ n ∈ S, s n • modeField ε L a n x) *
        (∑ n ∈ S, s n • modeField ε L a n x)) =
      ∑ n ∈ S, ((amplitude ε L n : ℂ) ^ 2 * L) •
        (s n ^ 2 • (a n * (a n)ᴴ + (a n)ᴴ * a n) -
          if -n ∈ S then (s n * s (-n)) • (a n * a (-n) + (a n)ᴴ * (a (-n))ᴴ) else 0) := by
  have hprod : ∀ x, (∑ n ∈ S, s n • modeField ε L a n x) *
      (∑ n ∈ S, s n • modeField ε L a n x) =
      ∑ n ∈ S, ∑ m ∈ S, (s n * s m) • (modeField ε L a n x * modeField ε L a m x) := by
    intro x
    rw [Finset.sum_mul_sum]
    refine Finset.sum_congr rfl fun n _ => Finset.sum_congr rfl fun m _ => ?_
    rw [Matrix.smul_mul, Matrix.mul_smul, smul_smul]
  have hint : boxIntegral L (fun x => ∑ n ∈ S, ∑ m ∈ S,
      (s n * s m) • (modeField ε L a n x * modeField ε L a m x)) =
      ∑ n ∈ S, ∑ m ∈ S, (s n * s m) •
        boxIntegral L (fun x => modeField ε L a n x * modeField ε L a m x) := by
    ext i j
    have hc : ∀ n m, Continuous fun x =>
        (s n * s m) * (modeField ε L a n x * modeField ε L a m x) i j := fun n m =>
      continuous_const.mul (((continuous_modeField ε L a n).matrix_mul
        (continuous_modeField ε L a m)).matrix_elem i j)
    simp only [boxIntegral, Matrix.of_apply, Matrix.sum_apply, Matrix.smul_apply, smul_eq_mul]
    rw [intervalIntegral.integral_finsetSum fun n _ =>
      (continuous_finsetSum S fun m _ => hc n m).intervalIntegrable _ _]
    refine Finset.sum_congr rfl fun n _ => ?_
    rw [intervalIntegral.integral_finsetSum fun m _ => (hc n m).intervalIntegrable _ _]
    refine Finset.sum_congr rfl fun m _ => ?_
    rw [intervalIntegral.integral_const_mul]
  simp only [hprod]
  rw [hint]
  refine Finset.sum_congr rfl fun n hn => ?_
  have hneg : amplitude ε L (-n) = amplitude ε L n := by
    simp [amplitude, frequency, waveNumber, neg_div, abs_neg]
  -- only the partners m = n and m = -n survive
  simp only [integral_modeField_mul ε hL, smul_sub, smul_ite, smul_zero,
    Finset.sum_sub_distrib, Finset.sum_ite_eq, Finset.sum_ite_eq', hn, if_true, hneg]
  split_ifs <;> module

/-- The amplitude is normalised so that `(ε₀/2) c_n² L = ω_n/4`. -/
theorem amplitude_normalisation {ε L : ℝ} (hε : 0 < ε) (hL : 0 < L) (n : ℤ) :
    (ε : ℂ) / 2 * ((amplitude ε L n : ℂ) ^ 2 * L) = (frequency L n : ℂ) / 4 := by
  have h : amplitude ε L n ^ 2 * (2 * ε * L) = frequency L n := by
    unfold amplitude
    rw [Real.sq_sqrt (by unfold frequency; positivity)]
    exact div_mul_cancel₀ _ (by positivity)
  have h' : (amplitude ε L n : ℂ) ^ 2 * (2 * ε * L) = frequency L n := by exact_mod_cast h
  linear_combination h' / 4

/-- The electric energy contains oscillator terms and, with a minus sign, terms that pair
opposite modes. -/
theorem electric_energy {ε L : ℝ} (hε : 0 < ε) (hL : 0 < L) (S : Finset ℤ)
    (a : ℤ → Matrix d d ℂ) :
    ((ε : ℂ) / 2) • boxIntegral L (fun x => electricField ε L S a x * electricField ε L S a x) =
      ∑ n ∈ S, ((frequency L n : ℂ) / 4) • ((a n * (a n)ᴴ + (a n)ᴴ * a n) -
        if -n ∈ S then a n * a (-n) + (a n)ᴴ * (a (-n))ᴴ else 0) := by
  have h := integral_weighted_sq ε hL.ne' S a (fun _ => 1)
  simp only [one_smul, one_pow, mul_one] at h
  simp only [electricField]
  rw [h, Finset.smul_sum]
  refine Finset.sum_congr rfl fun n _ => ?_
  rw [smul_smul, amplitude_normalisation hε hL]

/-- The magnetic energy contains the same oscillator terms and, with a plus sign, the same
terms that pair opposite modes. -/
theorem magnetic_energy {ε L : ℝ} (hε : 0 < ε) (hL : 0 < L) (S : Finset ℤ)
    (a : ℤ → Matrix d d ℂ) :
    ((ε : ℂ) / 2) • boxIntegral L (fun x => magneticField ε L S a x * magneticField ε L S a x) =
      ∑ n ∈ S, ((frequency L n : ℂ) / 4) • ((a n * (a n)ᴴ + (a n)ᴴ * a n) +
        if -n ∈ S then a n * a (-n) + (a n)ᴴ * (a (-n))ᴴ else 0) := by
  have h := integral_weighted_sq ε hL.ne' S a (fun n => ((Int.sign n : ℤ) : ℂ))
  simp only [magneticField]
  rw [h, Finset.smul_sum]
  refine Finset.sum_congr rfl fun n _ => ?_
  rw [smul_smul, amplitude_normalisation hε hL]
  by_cases hn : n = 0
  · subst hn
    simp [frequency, waveNumber]
  · have hs : ((Int.sign n : ℤ) : ℂ) * ((Int.sign n : ℤ) : ℂ) = 1 := by
      rcases lt_or_gt_of_ne hn with h0 | h0
      · rw [Int.sign_eq_neg_one_of_neg h0]; norm_num
      · rw [Int.sign_eq_one_of_pos h0]; norm_num
    -- opposite modes have opposite magnetic signs
    have hs' : ((Int.sign n : ℤ) : ℂ) * ((Int.sign (-n) : ℤ) : ℂ) = -1 := by
      simp only [Int.sign_neg, Int.cast_neg]
      linear_combination -hs
    simp only [pow_two, hs, hs', one_smul]
    split_ifs <;> module

/-- The energy of the field in the box is a sum of oscillator energies
`(ω_n/2)(a_n a_n† + a_n† a_n)`, for any finite set of modes and any matrices `a_n`. -/
theorem field_energy_eq_sum_oscillators {ε L : ℝ} (hε : 0 < ε) (hL : 0 < L) (S : Finset ℤ)
    (a : ℤ → Matrix d d ℂ) :
    ((ε : ℂ) / 2) • boxIntegral L (fun x => electricField ε L S a x * electricField ε L S a x +
        magneticField ε L S a x * magneticField ε L S a x) =
      ∑ n ∈ S, ((frequency L n : ℂ) / 2) • (a n * (a n)ᴴ + (a n)ᴴ * a n) := by
  have hE : Continuous fun x => electricField ε L S a x := by
    simp only [electricField]
    exact continuous_finsetSum S fun n _ => continuous_modeField ε L a n
  have hB : Continuous fun x => magneticField ε L S a x := by
    simp only [magneticField]
    exact continuous_finsetSum S fun n _ =>
      (continuous_modeField ε L a n).const_smul ((Int.sign n : ℤ) : ℂ)
  have hsum : boxIntegral L (fun x => electricField ε L S a x * electricField ε L S a x +
        magneticField ε L S a x * magneticField ε L S a x) =
      boxIntegral L (fun x => electricField ε L S a x * electricField ε L S a x) +
      boxIntegral L (fun x => magneticField ε L S a x * magneticField ε L S a x) := by
    ext i j
    exact intervalIntegral.integral_add
      (((hE.matrix_mul hE).matrix_elem i j).intervalIntegrable _ _)
      (((hB.matrix_mul hB).matrix_elem i j).intervalIntegrable _ _)
  -- the pair terms cancel between the two energies
  rw [hsum, smul_add, electric_energy hε hL, magnetic_energy hε hL, ← Finset.sum_add_distrib]
  refine Finset.sum_congr rfl fun n _ => ?_
  split_ifs <;> module

/-- On a vector with photon numbers `N n` on which each `[a_n, a_n†]` acts as the identity,
the field energy acts as multiplication by `∑ ω_n (N_n + 1/2)`. -/
theorem field_energy_on_number_state {ε L : ℝ} (hε : 0 < ε) (hL : 0 < L) (S : Finset ℤ)
    (a : ℤ → Matrix d d ℂ) (N : ℤ → ℕ) (v : d → ℂ)
    (hcomm : ∀ n ∈ S, (a n * (a n)ᴴ - (a n)ᴴ * a n) *ᵥ v = v)
    (hN : ∀ n ∈ S, ((a n)ᴴ * a n) *ᵥ v = (N n : ℂ) • v) :
    (((ε : ℂ) / 2) • boxIntegral L (fun x =>
        electricField ε L S a x * electricField ε L S a x +
        magneticField ε L S a x * magneticField ε L S a x)) *ᵥ v =
      (∑ n ∈ S, (frequency L n : ℂ) * ((N n : ℂ) + 1 / 2)) • v := by
  have hsum : ∀ (T : Finset ℤ) (M : ℤ → Matrix d d ℂ),
      (∑ n ∈ T, M n) *ᵥ v = ∑ n ∈ T, M n *ᵥ v := by
    intro T M
    induction T using Finset.induction_on with
    | empty => simp
    | insert n T hn ih =>
      rw [Finset.sum_insert hn, Finset.sum_insert hn, Matrix.add_mulVec, ih]
  rw [field_energy_eq_sum_oscillators hε hL, hsum, Finset.sum_smul]
  refine Finset.sum_congr rfl fun n hn => ?_
  have h1 := hcomm n hn
  rw [Matrix.sub_mulVec, hN n hn, sub_eq_iff_eq_add] at h1
  rw [Matrix.smul_mulVec, Matrix.add_mulVec, h1, hN n hn]
  module

/-- The annihilation matrix of an oscillator truncated to three levels. -/
def truncatedLadder : Matrix (Fin 3) (Fin 3) ℂ :=
  !![0, 1, 0; 0, 0, ((Real.sqrt 2 : ℝ) : ℂ); 0, 0, 0]

/-- For the three-level ladder matrix, the commutator acts as the identity on the middle
basis vector, which has photon number one. -/
theorem field_energy_on_number_state_witness :
    (truncatedLadder * truncatedLadderᴴ - truncatedLadderᴴ * truncatedLadder) *ᵥ ![0, 1, 0] =
        ![0, 1, 0] ∧
      (truncatedLadderᴴ * truncatedLadder) *ᵥ ![0, 1, 0] =
        ((1 : ℕ) : ℂ) • (![0, 1, 0] : Fin 3 → ℂ) := by
  have h2 : ((Real.sqrt 2 : ℝ) : ℂ) * ((Real.sqrt 2 : ℝ) : ℂ) = 2 := by
    rw [← Complex.ofReal_mul, Real.mul_self_sqrt (by norm_num)]
    norm_num
  have hT : truncatedLadderᴴ = !![0, 0, 0; 1, 0, 0; 0, ((Real.sqrt 2 : ℝ) : ℂ), 0] := by
    ext i j
    fin_cases i <;> fin_cases j <;> simp [truncatedLadder, Matrix.conjTranspose_apply]
  rw [hT]
  constructor <;> ext i <;> fin_cases i <;>
    simp [truncatedLadder, Matrix.mulVec, dotProduct, Matrix.mul_apply, Fin.sum_univ_succ, h2]
  norm_num

end

end FieldModeEnergy
```

```lean
#print axioms FieldModeEnergy.field_energy_eq_sum_oscillators
-- 'FieldModeEnergy.field_energy_eq_sum_oscillators' depends on axioms: [propext, Classical.choice, Quot.sound]
#print axioms FieldModeEnergy.field_energy_on_number_state
-- 'FieldModeEnergy.field_energy_on_number_state' depends on axioms: [propext, Classical.choice, Quot.sound]
```

## Arbitrary matrices, free modes

The main theorem, `field_energy_eq_sum_oscillators`, says that for positive `ε` and `L`, any `S : Finset ℤ` and any family `a : ℤ → Matrix d d ℂ`, the two sides are equal as matrices. The symbol `ᴴ` is the adjoint, and `boxIntegral` integrates each matrix entry separately. All modes act on one finite-dimensional space; a code would usually build that space as a tensor product, but the theorem does not require it.

The mode expansion and $c_n$ are definitions, not consequences of quantising Maxwell's equations. Matter, three-dimensional polarisation, time evolution and the limit of infinitely many modes are not treated.

In `field_energy_on_number_state`, the hypothesis `hcomm` imposes the commutator only on $v$. On a nonzero finite-dimensional space it cannot hold as a matrix identity, since a commutator has trace zero and the identity does not. `field_energy_on_number_state_witness` verifies both conditions for the one-photon vector of a three-level oscillator.

## The top level of a truncated oscillator

Without `hcomm`, the formula with $N_n+\tfrac12$ can fail. Take $S=\{1\}$, let $a_1$ be `truncatedLadder`, and let $v=(0,0,1)$, which has $N_1=2$. Then $a_1^\dagger v=0$, so the field energy is $\omega_1$ instead of $\tfrac52\omega_1$. In this truncation the two-photon level lies below the one-photon level, which is at $\tfrac32\omega_1$. A code that uses the symmetrised product and one that uses $a^\dagger a+\tfrac12$ therefore differ at the cutoff.

## Field momentum from the same integrals

Using the weights $1+\operatorname{sign}(n)$ in the weighted-square formula, and subtracting the integrals of $E^2$ and $B^2$, gives by hand the symmetrised field momentum

$$\frac{\varepsilon_0}{2}\int_0^L(EB+BE)\,dx=\sum_{n\in S}\frac{k_n}{2}\left(a_na_n^\dagger+a_n^\dagger a_n\right).$$

The pair terms cancel again, and the signed wave number takes the place of the frequency.
